# Two finite ensembles of equal size give the same operator exactly when a unitary matrix mixes one into the other

Take two vectors \(v_1,v_2\) and form \(w_\pm=(v_1\pm v_2)/\sqrt2\). Then

\[
w_\pm w_\pm^*=\tfrac12\left(v_1v_1^*+v_2v_2^*\right)\pm\tfrac12\left(v_1v_2^*+v_2v_1^*\right).
\]

In the sum the cross terms cancel, leaving \(v_1v_1^*+v_2v_2^*\). With \(v_1=e_0/\sqrt2\) and \(v_2=e_1/\sqrt2\), an equal mixture of the qubit states \(e_0,e_1\) becomes an equal mixture of \((e_0\pm e_1)/\sqrt2\), with the same density matrix. In finite-dimensional quantum mechanics, measurements on the system alone therefore cannot tell the two preparations apart.

## Ensembles, mixing and amplitudes

The finite types `m` and `k` label ensemble members, and `n` labels the basis of the state space.

In Lean 4 with Mathlib:

```lean
import Mathlib

open Matrix

namespace EnsembleFreedom

noncomputable section

variable {k m n : Type*} [Fintype k] [Fintype m]
```

An ensemble is a family of unnormalised vectors \(v_i\), with \(\|v_i\|^2\) as the weight of member \(i\). Its operator is \(\rho=\sum_i v_iv_i^*\). The trace is not fixed to one, so density operators are the case of total weight one.

```lean
/-- The operator `∑ i, v_i v_i^*` of an ensemble of unnormalised vectors. -/
def ensembleOp (v : m → n → ℂ) : Matrix n n ℂ :=
  ∑ i, vecMulVec (v i) (star (v i))
```

A \(k\times m\) matrix \(U\) produces the new members \(w_j=\sum_i U_{ji}v_i\). The first index of \(U\) labels the new ensemble.

```lean
/-- The mixed ensemble `w_j = ∑ i, U_ji v_i`. -/
def mix (U : Matrix k m ℂ) (v : m → n → ℂ) : k → n → ℂ :=
  fun j => ∑ i, U j i • v i
```

Write the vectors as the columns of a matrix, \(V_{ai}=v_i(a)\).

```lean
/-- The matrix whose columns are the vectors of the ensemble. -/
def cols (v : m → n → ℂ) : Matrix n m ℂ := Matrix.of fun a i => v i a
```

For finite `n`, a vector \(x\) has amplitudes \(\langle v_i,x\rangle=\sum_a\overline{v_i(a)}\,x_a\), conjugate-linear in the first slot. Collected over \(i\), they form a vector in \(\mathbb C^m\) that depends linearly on \(x\).

```lean
/-- The vector of amplitudes `⟨v_i, x⟩`, as a linear function of `x`. -/
def amplitudes [Fintype n] (v : m → n → ℂ) : (n → ℂ) →ₗ[ℂ] EuclideanSpace ℂ m where
  toFun x := WithLp.toLp 2 fun i => star (v i) ⬝ᵥ x
  map_add' x y := by ext i; simp [dotProduct_add]
  map_smul' c x := by ext i; simp [dotProduct_smul]
```

## Isometric mixing preserves the operator

Entry by entry, \(\rho_{ab}=\sum_i V_{ai}\overline{V_{bi}}\), so \(\rho=VV^*\).

```lean
/-- The ensemble operator is `V V^*`, where `V` has the ensemble vectors as columns. -/
theorem ensembleOp_eq (v : m → n → ℂ) : ensembleOp v = cols v * (cols v)ᴴ := by
  ext a b
  simp [ensembleOp, cols, Matrix.sum_apply, vecMulVec_apply, Matrix.mul_apply]
```

The mixed columns are \(W_{aj}=\sum_i V_{ai}U_{ji}\), that is, \(W=VU^{T}\). Hence

\[
WW^*=VU^{T}(U^{T})^*V^*=V(U^*U)^{T}V^*.
\]

```lean
/-- Mixing by `U` inserts the transposed Gram matrix `U^* U` between `V` and `V^*`. -/
theorem ensembleOp_mix (U : Matrix k m ℂ) (v : m → n → ℂ) :
    ensembleOp (mix U v) = cols v * ((Uᴴ * U)ᵀ * (cols v)ᴴ) := by
  have h : cols (mix U v) = cols v * Uᵀ := by
    ext a j
    simp [cols, mix, Matrix.mul_apply, Finset.sum_apply, mul_comm]
  have hU : (Uᵀ)ᴴ = (Uᴴ)ᵀ := rfl
  rw [ensembleOp_eq, h, conjTranspose_mul, hU, transpose_mul]
  simp only [Matrix.mul_assoc]
```

If \(U^*U=1\), the middle factor disappears. `U` may be rectangular, so the number of members may grow.

```lean
/-- Mixing an ensemble by a matrix with `U^* U = 1` leaves its operator unchanged. -/
theorem ensembleOp_mix_of_isometry [DecidableEq m] (U : Matrix k m ℂ) (hU : Uᴴ * U = 1)
    (v : m → n → ℂ) : ensembleOp (mix U v) = ensembleOp v := by
  rw [ensembleOp_mix, hU, transpose_one, Matrix.one_mul, ensembleOp_eq]
```

For the converse, suppose the \(v_i\) are linearly independent and \(VM=0\). Column \(c\) of this equation reads \(\sum_i M_{ic}v_i=0\), so every \(M_{ic}\) vanishes.

```lean
/-- A matrix annihilated from the left by linearly independent columns is zero. -/
theorem cols_cancel {l : Type*} {v : m → n → ℂ} (hv : LinearIndependent ℂ v)
    (M : Matrix m l ℂ) (h : cols v * M = 0) : M = 0 := by
  ext i c
  refine Fintype.linearIndependent_iff.mp hv (fun i => M i c) ?_ i
  funext a
  simpa [cols, Matrix.mul_apply, Finset.sum_apply, mul_comm] using congrFun (congrFun h a) c
```

Set \(D=(U^*U)^T-1\). Equal operators mean \(VDV^*=0\). Cancelling \(V\) gives \(DV^*=0\); the adjoint is \(VD^*=0\), and a second cancellation gives \(D=0\).

Without independence this fails. Take \(v_1=v_2=e\neq0\) and the single row \(U=(1,1)/\sqrt2\). Then \(w_1=\sqrt2\,e\) and both operators are \(2ee^*\), yet every entry of \(U^*U\) is \(1/2\).

```lean
/-- For linearly independent ensemble vectors, mixing by `U` preserves the operator
exactly when `U^* U = 1`. -/
theorem ensembleOp_mix_eq_iff [DecidableEq m] (U : Matrix k m ℂ) {v : m → n → ℂ}
    (hv : LinearIndependent ℂ v) :
    ensembleOp (mix U v) = ensembleOp v ↔ Uᴴ * U = 1 := by
  refine ⟨fun h => ?_, fun hU => ensembleOp_mix_of_isometry U hU v⟩
  rw [ensembleOp_mix, ensembleOp_eq] at h
  -- cancel the columns on the left, then, after taking adjoints, on the right
  have h1 : ((Uᴴ * U)ᵀ - 1) * (cols v)ᴴ = 0 := by
    apply cols_cancel hv
    rw [Matrix.sub_mul, Matrix.one_mul, Matrix.mul_sub, h, sub_self]
  have h2 : ((Uᴴ * U)ᵀ - 1)ᴴ = 0 := by
    apply cols_cancel hv
    have h3 := congrArg conjTranspose h1
    rwa [conjTranspose_mul, conjTranspose_conjTranspose, conjTranspose_zero] at h3
  have h4 : (Uᴴ * U)ᵀ = 1 := sub_eq_zero.mp (conjTranspose_eq_zero.mp h2)
  rw [← transpose_transpose (Uᴴ * U), h4, transpose_one]
```

## Equal operators force a unitary

The squared amplitudes add up to the quadratic form of \(\rho\), which is its expectation value when \(x\) is a unit vector:

\[
\sum_i|\langle v_i,x\rangle|^2=\|V^*x\|^2=x^*VV^*x=\langle x,\rho x\rangle .
\]

```lean
/-- The squared amplitudes `|⟨v_i, x⟩|²` add up to the quadratic form `⟨x, ρ x⟩` of the ensemble
operator. -/
theorem sum_amplitudes_sq [Fintype n] (v : m → n → ℂ) (x : n → ℂ) :
    ((∑ i, ‖star (v i) ⬝ᵥ x‖ ^ 2 : ℝ) : ℂ) = star x ⬝ᵥ (ensembleOp v *ᵥ x) := by
  have h : star ((cols v)ᴴ *ᵥ x) = star x ᵥ* cols v := by
    rw [star_mulVec, conjTranspose_conjTranspose]
  rw [ensembleOp_eq, ← mulVec_mulVec, dotProduct_mulVec, ← h]
  push_cast
  exact Finset.sum_congr rfl fun i _ => (Complex.conj_mul' _).symm
```

Let \(A,B\) be linear maps into the same finite-dimensional inner product space, with \(\|Ax\|=\|Bx\|\) for all \(x\). Define \(T(Ax)=Bx\) on the range of \(A\). If \(Ax=Ax'\), then \(\|B(x-x')\|=\|A(x-x')\|=0\), so \(T\) is well defined, and it preserves length. The orthogonal complements of the two ranges have equal dimension, so \(T\) extends to an isometry of the whole space. In the code, `g` chooses preimages under \(A\) and `L.extend` supplies the extension.

```lean
/-- Two linear maps into a finite-dimensional inner product space that give every vector images of
equal length differ by an isometry of the target space. -/
theorem exists_isometry {E F : Type*} [AddCommGroup E] [Module ℂ E]
    [NormedAddCommGroup F] [InnerProductSpace ℂ F] [FiniteDimensional ℂ F]
    (A B : E →ₗ[ℂ] F) (h : ∀ x, ‖A x‖ = ‖B x‖) :
    ∃ T : F →ₗᵢ[ℂ] F, ∀ x, T (A x) = B x := by
  obtain ⟨g, hg⟩ := A.rangeRestrict.exists_rightInverse_of_surjective A.range_rangeRestrict
  have hg' : ∀ y : LinearMap.range A, A (g y) = y := fun y =>
    congrArg Subtype.val (LinearMap.congr_fun hg y)
  -- the isometry on the range of `A`, extended to the whole space
  let L : LinearMap.range A →ₗᵢ[ℂ] F :=
    ⟨B ∘ₗ g, fun y => (h (g y)).symm.trans (congrArg norm (hg' y))⟩
  refine ⟨L.extend, fun x => ?_⟩
  let y : LinearMap.range A := ⟨A x, x, rfl⟩
  have e : L.extend (A x) = B (g y) := L.extend_apply y
  have h0 : ‖B (g y - x)‖ = 0 := by
    rw [← h, map_sub, hg' y]
    simp [y]
  rw [e]
  exact sub_eq_zero.mp (by rw [← map_sub]; exact norm_eq_zero.mp h0)
```

If \(v\) and \(w\) have the same operator, their amplitude vectors have equal length for every \(x\). The isometry \(T\), with matrix \(T_{ji}\), then gives \(\langle w_j,x\rangle=\sum_iT_{ji}\langle v_i,x\rangle\). Put \(x=e_a\) and conjugate:

\[
w_j(a)=\sum_i\overline{T_{ji}}\,v_i(a),\qquad U_{ji}=\overline{T_{ji}} .
\]

This \(U\) is unitary because \((U^*U)_{ii'}=\langle Te_{i'},Te_i\rangle=\delta_{ii'}\). The reverse implication is the isometric case above.

```lean
/-- Unitary freedom of ensembles: two ensembles with equally many members have the same
operator exactly when a unitary matrix mixes one into the other. -/
theorem unitary_freedom [Fintype n] [DecidableEq m] (v w : m → n → ℂ) :
    ensembleOp v = ensembleOp w ↔ ∃ U ∈ Matrix.unitaryGroup m ℂ, w = mix U v := by
  classical
  constructor
  · intro heq
    have hn : ∀ x, ‖amplitudes v x‖ = ‖amplitudes w x‖ := by
      intro x
      refine (sq_eq_sq₀ (norm_nonneg _) (norm_nonneg _)).mp ?_
      rw [EuclideanSpace.norm_sq_eq, EuclideanSpace.norm_sq_eq]
      apply Complex.ofReal_injective
      exact (sum_amplitudes_sq v x).trans (by rw [heq]; exact (sum_amplitudes_sq w x).symm)
    obtain ⟨T, hT⟩ := exists_isometry _ _ hn
    -- the mixing matrix is the complex conjugate of the matrix of `T`
    let U : Matrix m m ℂ := Matrix.of fun j i => star (T (EuclideanSpace.single i 1) j)
    refine ⟨U, Matrix.mem_unitaryGroup_iff'.mpr ?_, ?_⟩
    · ext i i'
      have h1 : (star U * U) i i' = inner ℂ (T (EuclideanSpace.single i' 1))
          (T (EuclideanSpace.single i 1)) := by
        rw [PiLp.inner_apply, Matrix.mul_apply]
        refine Finset.sum_congr rfl fun j _ => ?_
        simp [U, Matrix.star_apply]
      rw [h1, T.inner_map_map, EuclideanSpace.inner_single_left]
      rcases eq_or_ne i i' with rfl | hne
      · simp
      · simp [hne, hne.symm]
    · have hs : ∀ y : EuclideanSpace ℂ m,
          y = ∑ i, y i • EuclideanSpace.single i (1 : ℂ) := by
        intro y
        ext j
        simp [Finset.sum_apply, Pi.single_apply]
      have hTy : ∀ (y : EuclideanSpace ℂ m) (j : m),
          T y j = ∑ i, y i * T (EuclideanSpace.single i 1) j := by
        intro y j
        conv_lhs => rw [hs y, map_sum]
        simp [Finset.sum_apply]
      funext j a
      -- compare amplitudes on the basis vector `a`
      have h : T (amplitudes v (Pi.single a 1)) j = amplitudes w (Pi.single a 1) j := by
        rw [hT]
      rw [hTy] at h
      have h' := congrArg star h
      simpa [amplitudes, mix, U, Finset.sum_apply, mul_comm] using h'.symm
  · rintro ⟨U, hU, rfl⟩
    exact (ensembleOp_mix_of_isometry U (Matrix.mem_unitaryGroup_iff'.mp hU) v).symm
```

## Different sizes and explicit probabilities

Zero vectors add nothing to \(\rho\). Padding \(v\) to \((v,0)\) and \(w\) to \((0,w)\) gives both ensembles \(m+k\) members, and the equal-size theorem applies.

```lean
/-- Ensembles of any two sizes have the same operator exactly when, after padding both
with zero vectors, a unitary matrix mixes one into the other. -/
theorem unitary_freedom_padded [Fintype n] [DecidableEq m] [DecidableEq k]
    (v : m → n → ℂ) (w : k → n → ℂ) :
    ensembleOp v = ensembleOp w ↔ ∃ U ∈ Matrix.unitaryGroup (m ⊕ k) ℂ,
      Sum.elim (fun _ => 0) w = mix U (Sum.elim v (fun _ => 0)) := by
  rw [← unitary_freedom]
  simp [ensembleOp, Fintype.sum_sum_type]
```

For weights \(p_i\ge0\), the vectors \(\sqrt{p_i}\,\psi_i\) satisfy \((\sqrt{p_i}\,\psi_i)(\sqrt{p_i}\,\psi_i)^*=p_i\psi_i\psi_i^*\).

```lean
/-- An ensemble of vectors `√p_i ψ_i` has the operator `∑ i, p_i ψ_i ψ_i^*`. -/
theorem ensembleOp_weighted (p : m → ℝ) (hp : ∀ i, 0 ≤ p i) (ψ : m → n → ℂ) :
    ensembleOp (fun i => (√(p i) : ℂ) • ψ i) =
      ∑ i, (p i : ℂ) • vecMulVec (ψ i) (star (ψ i)) := by
  refine Finset.sum_congr rfl fun i _ => ?_
  have h : (√(p i) : ℂ) * (√(p i) : ℂ) = (p i : ℂ) := by
    exact_mod_cast Real.mul_self_sqrt (hp i)
  ext a b
  simp only [vecMulVec_apply, Pi.smul_apply, Pi.star_apply, smul_eq_mul, star_mul',
    Matrix.smul_apply, Complex.star_def, Complex.conj_ofReal]
  linear_combination (ψ i a * (starRingEnd ℂ) (ψ i b)) * h
```

Substituting these vectors turns the equal-size theorem into a criterion for mixtures: \(\sqrt{q_j}\,\varphi_j=\sum_iU_{ji}\sqrt{p_i}\,\psi_i\) for some unitary \(U\). Neither \(\sum_ip_i=1\) nor \(\|\psi_i\|=1\) is required.

```lean
/-- Two mixtures with equally many members and nonnegative weights `p_i` and `q_j` have the same
operator exactly when `√q_j φ_j = ∑ i, U_ji √p_i ψ_i` for some unitary matrix `U`. -/
theorem unitary_freedom_weighted [Fintype n] [DecidableEq m] (p q : m → ℝ)
    (hp : ∀ i, 0 ≤ p i) (hq : ∀ i, 0 ≤ q i) (ψ φ : m → n → ℂ) :
    ∑ i, (p i : ℂ) • vecMulVec (ψ i) (star (ψ i)) =
        ∑ j, (q j : ℂ) • vecMulVec (φ j) (star (φ j)) ↔
      ∃ U ∈ Matrix.unitaryGroup m ℂ,
        ∀ j, (√(q j) : ℂ) • φ j = ∑ i, U j i • ((√(p i) : ℂ) • ψ i) := by
  rw [← ensembleOp_weighted p hp, ← ensembleOp_weighted q hq, unitary_freedom]
  simp only [funext_iff (f := fun j => (√(q j) : ℂ) • φ j), mix]

end

end EnsembleFreedom
```

An ensemble could also be modelled as a probability distribution over unit vectors. Every operator would then be a density operator by construction, but padding would use members of probability zero with arbitrary states, since the zero vector is not a state.

```lean
#print axioms EnsembleFreedom.ensembleOp_mix_eq_iff
-- 'EnsembleFreedom.ensembleOp_mix_eq_iff' depends on axioms: [propext, Classical.choice, Quot.sound]
#print axioms EnsembleFreedom.unitary_freedom
-- 'EnsembleFreedom.unitary_freedom' depends on axioms: [propext, Classical.choice, Quot.sound]
#print axioms EnsembleFreedom.unitary_freedom_padded
-- 'EnsembleFreedom.unitary_freedom_padded' depends on axioms: [propext, Classical.choice, Quot.sound]
#print axioms EnsembleFreedom.unitary_freedom_weighted
-- 'EnsembleFreedom.unitary_freedom_weighted' depends on axioms: [propext, Classical.choice, Quot.sound]
```
